# At least two of four plane-wave levels stay degenerate at a square-lattice zone corner when the potential has fourfold symmetry

Take four states on a ring, with zero on-site energy and a coupling $u$ between neighbours only. The amplitudes $(1,0,-1,0)$ send $u-u=0$ to each neighbour, so they form a state of energy zero, and so do $(0,1,0,-1)$. The levels are $2u,-2u,0,0$.

The same cancellation should act at the corner of a square-lattice Brillouin zone, where four plane waves have equal kinetic energy. A fourfold-symmetric potential could then split off two levels but would leave at least a pair together, even with a coupling $v$ between opposite waves. Can this be made rigorous and machine-checked, starting from the Fourier coefficients of the potential?

## Sign patterns give all four levels

Yes, for the central equation truncated to these four waves. Measure wavevectors in units of the reciprocal-lattice constant $b$ and let $t=\hbar^2b^2/2m_e$, where $m_e$ is the electron mass. Write $V(m,n)$ for the Fourier coefficient of the potential at the reciprocal-lattice vector $(m,n)$. At $q=(-\tfrac12,-\tfrac12)$, the vectors $G=(0,0),(1,0),(1,1),(0,1)$, numbered 0 to 3, give $q+G=(\pm\tfrac12,\pm\tfrac12)$. Each kinetic energy is $t(\tfrac14+\tfrac14)=t/2$, and the common diagonal entry is $e=t/2+V(0,0)$.

Quarter-turn symmetry, $V(-n,m)=V(m,n)$, makes the coefficients at $(\pm1,0)$ and $(0,\pm1)$ equal to $u=V(1,0)$, and those at $(\pm1,\pm1)$ equal to $v=V(1,1)$.

First let the adjacent couplings differ: $a$ along $x$ and $b_y$ along $y$ (written `b` in the Lean `rectMatrix`), while both opposite couplings keep the common value $v$. For signs $s,r=\pm1$, try the amplitudes $(1,s,sr,r)$. Since $s^2=r^2=1$, the four rows give

$$\begin{aligned}
e+as+vsr+b_yr&=\lambda,\\
a+es+b_ysr+vr&=s\lambda,\\
v+b_ys+esr+ar&=sr\lambda,\\
b_y+vs+asr+er&=r\lambda,
\end{aligned}\qquad \lambda=e+sa+rb_y+srv.$$

The four sign vectors are mutually orthogonal, so these are all the levels: $e+v\pm(a+b_y)$ and $e-v\pm(a-b_y)$. With $a=b_y=u$ they become $e+v\pm2u$ and $e-v$ twice. With a common opposite coupling $v$, the pair $e-v\pm(a-b_y)$ therefore closes exactly when the two adjacent couplings are equal. The quarter turn supplies both equalities. Call $e+v\pm2u$ the singlets and $e-v$ the doublet; the names count orbital states and do not refer to spin.

To find every state at $e-v$, write its four amplitudes as $x=(x_0,x_1,x_2,x_3)$. Apply the matrix with $a=b_y=u$ to $x$, set the result equal to $(e-v)x$, and collect terms in rows 0 and 1:

$$v(x_0+x_2)+u(x_1+x_3)=0,\qquad u(x_0+x_2)+v(x_1+x_3)=0.$$

If $u^2\ne v^2$, both sums vanish and $x=(\alpha,\beta,-\alpha,-\beta)$, with $\alpha$ and $\beta$ free. If $u^2=v^2$, at least one singlet joins the level.

The doublet lies at or below both singlets when $-v\le u$ and $u\le v$, that is, $|u|\le v$.

```lean
import Mathlib

open Matrix Polynomial

namespace SquareLatticeZoneCorner

noncomputable section

/-- First components of the four reciprocal-lattice vectors, listed around a square. -/
def Gx : Fin 4 → ℤ := ![0, 1, 1, 0]

/-- Second components of the four reciprocal-lattice vectors, listed around a square. -/
def Gy : Fin 4 → ℤ := ![0, 0, 1, 1]

/-- The central equation truncated to four plane waves with wavevectors `q + G`, in units of the
reciprocal-lattice constant; `t` is the kinetic energy scale and `V m n` are the Fourier
coefficients of the potential. -/
def blochMatrix (t : ℝ) (V : ℤ → ℤ → ℝ) (qx qy : ℝ) : Matrix (Fin 4) (Fin 4) ℝ :=
  fun i j => (if i = j then t * ((qx + (Gx i : ℝ)) ^ 2 + (qy + (Gy i : ℝ)) ^ 2) else 0)
    + V (Gx i - Gx j) (Gy i - Gy j)

/-- The cyclic four-wave Hamiltonian: diagonal energy `e`, adjacent coupling `u`,
opposite coupling `v`. -/
def cornerMatrix (e u v : ℝ) : Matrix (Fin 4) (Fin 4) ℝ :=
  !![e, u, v, u; u, e, u, v; v, u, e, u; u, v, u, e]

/-- The four-wave Hamiltonian with different adjacent couplings `a` and `b` along the two axes. -/
def rectMatrix (e a b v : ℝ) : Matrix (Fin 4) (Fin 4) ℝ :=
  !![e, a, v, b; a, e, b, v; v, b, e, a; b, v, a, e]

/-- For a potential invariant under quarter turns, the four-wave central equation at the zone
corner is the cyclic matrix with couplings `V 1 0` and `V 1 1`. -/
theorem blochMatrix_corner (t : ℝ) (V : ℤ → ℤ → ℝ) (hV : ∀ m n, V (-n) m = V m n) :
    blochMatrix t V (-1 / 2) (-1 / 2) = cornerMatrix (t / 2 + V 0 0) (V 1 0) (V 1 1) := by
  -- the quarter turn relates all adjacent and all opposite Fourier coefficients
  have h1 : V 0 1 = V 1 0 := by simpa using hV 1 0
  have h2 : V (-1) 0 = V 1 0 := (hV 0 1).trans h1
  have h3 : V 0 (-1) = V 1 0 := by
    have h := hV (-1) 0
    simp only [neg_zero] at h
    exact h.trans h2
  have h4 : V (-1) 1 = V 1 1 := hV 1 1
  have h5 : V (-1) (-1) = V 1 1 := (hV (-1) 1).trans h4
  have h6 : V 1 (-1) = V 1 1 := by
    have h := hV (-1) (-1)
    simp only [neg_neg] at h
    exact h.trans h5
  ext i j
  fin_cases i <;> fin_cases j <;>
    simp [blochMatrix, Gx, Gy, cornerMatrix, h1, h2, h3, h4, h5, h6] <;> ring

/-- The determinant of a four-wave matrix with two adjacent couplings factorises into the four
sign combinations of the couplings. -/
theorem det_four_wave {R : Type*} [CommRing R] (x a b v : R) :
    (!![x, a, v, b; a, x, b, v; v, b, x, a; b, v, a, x] : Matrix (Fin 4) (Fin 4) R).det
      = (x + v + (a + b)) * (x + v - (a + b)) * (x - v + (a - b)) * (x - v - (a - b)) := by
  rw [Matrix.det_succ_row_zero]
  simp [Fin.sum_univ_succ, Matrix.det_fin_three, Fin.succAbove]
  ring

/-- With different adjacent couplings `a` and `b` the four levels are `e + v ± (a + b)` and
`e - v ± (a - b)`. -/
theorem rectMatrix_charpoly (e a b v : ℝ) :
    (rectMatrix e a b v).charpoly
      = (X - C (e + v + (a + b))) * (X - C (e + v - (a + b)))
        * (X - C (e - v + (a - b))) * (X - C (e - v - (a - b))) := by
  have h : charmatrix (rectMatrix e a b v)
      = !![X - C e, -C a, -C v, -C b; -C a, X - C e, -C b, -C v;
           -C v, -C b, X - C e, -C a; -C b, -C v, -C a, X - C e] := by
    ext1 i j
    fin_cases i <;> fin_cases j <;> simp [rectMatrix]
  rw [Matrix.charpoly, h, det_four_wave]
  simp only [map_add, map_sub]
  ring

/-- The characteristic polynomial of the cyclic four-wave Hamiltonian has the roots
`e + v + 2u` and `e + v - 2u`, and the repeated root `e - v`. -/
theorem cornerMatrix_charpoly (e u v : ℝ) :
    (cornerMatrix e u v).charpoly
      = (X - C (e + v + 2 * u)) * (X - C (e + v - 2 * u)) * (X - C (e - v)) ^ 2 := by
  -- the square lattice is the case of equal adjacent couplings
  have h : cornerMatrix e u v = rectMatrix e u u v := rfl
  rw [h, rectMatrix_charpoly]
  simp only [two_mul, map_add, map_sub]
  ring

/-- At the zone corner of a square lattice, for any potential invariant under quarter turns, the
four-plane-wave Hamiltonian has, counted with multiplicity, the levels `t / 2 + V 0 0 + V 1 1 ± 2 *
V 1 0` and twice the level `t / 2 + V 0 0 - V 1 1`. -/
theorem zone_corner_levels (t : ℝ) (V : ℤ → ℤ → ℝ) (hV : ∀ m n, V (-n) m = V m n) :
    (blochMatrix t V (-1 / 2) (-1 / 2)).charpoly
      = (X - C (t / 2 + V 0 0 + V 1 1 + 2 * V 1 0))
        * (X - C (t / 2 + V 0 0 + V 1 1 - 2 * V 1 0))
        * (X - C (t / 2 + V 0 0 - V 1 1)) ^ 2 := by
  rw [blochMatrix_corner t V hV, cornerMatrix_charpoly]

/-- The in-phase and the alternating combination of the four plane waves are eigenvectors with
energies `e + v + 2u` and `e + v - 2u`. -/
theorem singlet_modes (e u v : ℝ) :
    cornerMatrix e u v *ᵥ ![1, 1, 1, 1] = (e + v + 2 * u) • ![1, 1, 1, 1] ∧
    cornerMatrix e u v *ᵥ ![1, -1, 1, -1] = (e + v - 2 * u) • ![1, -1, 1, -1] := by
  constructor <;> ext i <;> fin_cases i <;>
    simp [cornerMatrix, Matrix.mulVec, dotProduct, Fin.sum_univ_succ] <;> ring

/-- Every combination in which opposite plane waves have opposite amplitudes is a solution
with energy `e - v`. -/
theorem doublet_modes (e u v α β : ℝ) :
    cornerMatrix e u v *ᵥ ![α, β, -α, -β] = (e - v) • ![α, β, -α, -β] := by
  ext i
  fin_cases i <;>
    simp [cornerMatrix, Matrix.mulVec, dotProduct, Fin.sum_univ_succ] <;> ring

/-- If `u² ≠ v²`, the solutions with energy `e - v` are exactly the combinations in which
opposite plane waves have opposite amplitudes. -/
theorem doublet_iff (e u v : ℝ) (huv : u ^ 2 ≠ v ^ 2) (x : Fin 4 → ℝ) :
    cornerMatrix e u v *ᵥ x = (e - v) • x ↔ x 2 = -x 0 ∧ x 3 = -x 1 := by
  constructor
  · intro h
    have h0 := congrFun h 0
    have h1 := congrFun h 1
    simp [cornerMatrix, Matrix.mulVec, dotProduct, Fin.sum_univ_four] at h0 h1
    -- two linear equations for the sums of opposite amplitudes, with determinant `v² - u²`
    have hne : u ^ 2 - v ^ 2 ≠ 0 := sub_ne_zero.mpr huv
    constructor
    · apply mul_left_cancel₀ hne
      linear_combination u * h1 - v * h0
    · apply mul_left_cancel₀ hne
      linear_combination u * h0 - v * h1
  · rintro ⟨h2, h3⟩
    have hx : x = ![x 0, x 1, -x 0, -x 1] := by
      ext i
      fin_cases i <;> simp [h2, h3]
    rw [hx]
    exact doublet_modes e u v (x 0) (x 1)

/-- The energy `e - v` lies at or below both `e + v + 2u` and `e + v - 2u` exactly when `|u| ≤ v`.
-/
theorem doublet_lowest_iff (e u v : ℝ) :
    (e - v ≤ e + v + 2 * u ∧ e - v ≤ e + v - 2 * u) ↔ |u| ≤ v := by
  rw [abs_le]
  constructor
  · rintro ⟨h1, h2⟩
    constructor <;> linarith
  · rintro ⟨h1, h2⟩
    constructor <;> linarith

end

end SquareLatticeZoneCorner
```

```lean
#print axioms SquareLatticeZoneCorner.zone_corner_levels
#print axioms SquareLatticeZoneCorner.singlet_modes
#print axioms SquareLatticeZoneCorner.doublet_iff
#print axioms SquareLatticeZoneCorner.doublet_lowest_iff
```

```
'SquareLatticeZoneCorner.zone_corner_levels' depends on axioms: [propext, Classical.choice, Quot.sound]
'SquareLatticeZoneCorner.singlet_modes' depends on axioms: [propext, Classical.choice, Quot.sound]
'SquareLatticeZoneCorner.doublet_iff' depends on axioms: [propext, Classical.choice, Quot.sound]
'SquareLatticeZoneCorner.doublet_lowest_iff' depends on axioms: [propext, Classical.choice, Quot.sound]
```

## What the Lean statements say about the crystal

`blochMatrix t V qx qy` is the truncated Hamiltonian, with `Gx` and `Gy` listing the components of $G$. The hypothesis `hV` is the quarter-turn symmetry about the origin. The coefficients are real, which is no further restriction for a real potential with this symmetry: a half turn gives $V(-G)=V(G)$, and reality gives $V(-G)=V(G)^*$.

`zone_corner_levels` states the spectrum as a characteristic polynomial, whose squared factor is the doublet. The eigenvectors are unnormalised: the singlets need a factor $\tfrac12$, and a nonzero doublet vector needs $1/\sqrt{2(\alpha^2+\beta^2)}$. In `doublet_iff`, the zero vector belongs to the solution space.

The model describes non-interacting electrons without spin, and it omits the coupling to all other plane waves.

## How the proof reaches the factorisation

`blochMatrix_corner` derives the coefficient equalities from `hV` and compares the sixteen entries. `det_four_wave` replaces the sign vectors by a direct determinant expansion, closed by `ring`. It holds over any commutative ring, so `rectMatrix_charpoly` can apply it to polynomial entries, with $X-e$ on the diagonal and negated couplings. `cornerMatrix_charpoly` sets the adjacent couplings equal, and `zone_corner_levels` transfers the result to the plane waves.

`singlet_modes` and `doublet_modes` multiply out the rows. In `doublet_iff`, the two `linear_combination` steps eliminate one sum at a time, and `mul_left_cancel₀` divides by $u^2-v^2$. `doublet_lowest_iff` unfolds the absolute value and leaves linear inequalities.

## The doublet in a plane-wave code

A simple program for a local potential can fill the same kind of matrix, with kinetic energies on the diagonal and $V(G-G')$ added throughout, and can include more waves. A cutoff on $|q+G|^2$ keeps the four corner waves together. For this four-wave matrix with $u^2\ne v^2$, a numerical eigensolver may return any orthonormal basis of the doublet, so two runs should be compared by the projector onto the pair and not vector by vector.
